# A matrix with stable row Gershgorin discs whose flow can initially increase the Euclidean norm

Two modes of a system relax towards a steady state. Left to itself, mode 0 decays at rate 8 and mode 1 at rate 1, but mode 1 also drives mode 0 with strength 6. With $x_0, x_1$ the deviations from the steady state, the linearised equations are

$$x' = Ax,\qquad A=\begin{pmatrix}-8&6\\0&-1\end{pmatrix}.$$

In each row the damping on the diagonal outweighs the coupling. Does the length of the deviation, $\sqrt{x_0^2+x_1^2}$, then shrink from the start, whatever the initial state?

It does not. From $x=(1,3)$ the length at first increases, although both row Gershgorin discs of $A$ lie strictly in the left half-plane.

## The growing orbit, computed by hand

For a real square matrix $A$, the $i$-th row disc is the set of complex $z$ with $|z-A_{ii}|\le R_i$, where $R_i=\sum_{j\ne i}|A_{ij}|$. Call the row discs stable if every point of every disc has negative real part. This is equivalent to $A_{ii}+R_i<0$ for all $i$. The real number $A_{ii}+R_i$ belongs to the disc, so it must be negative if the disc is stable. Conversely, any $z$ in the disc satisfies $\operatorname{Re}z-A_{ii}\le|z-A_{ii}|\le R_i$, so $\operatorname{Re}z\le A_{ii}+R_i<0$.

For our matrix the rightmost points are $-8+6=-2$ and $-1+0=-1$. Both discs are stable; the second is a single point.

Write $\langle x,y\rangle=\sum_i x_iy_i$. Along a solution of $x'=Ax$,

$$\frac{d}{dt}\langle x,x\rangle=\sum_i 2x_ix_i'=2\langle x,Ax\rangle .$$

If this is positive at time $t$, the difference quotient of $\langle x,x\rangle$ between $t$ and $s$ is positive for all $s$ close enough to $t$. Multiplying by $s-t>0$ shows that the squared norm at such later times exceeds its value at $t$.

At $x=(1,3)$ we have $Ax=(-8+18,\,-3)=(10,-3)$, so

$$\langle x,Ax\rangle=10-9=1>0 .$$

Since $\langle x,x\rangle=10$, the normalised value $\langle x,Ax\rangle/\langle x,x\rangle$ is $1/10$, which is the initial relative growth rate of the norm.

The solution itself is elementary. The second equation gives $x_1=3e^{-t}$. The first becomes $x_0'=-8x_0+18e^{-t}$, with particular solution $\tfrac{18}{7}e^{-t}$. Imposing $x_0(0)=1$ yields

$$x_0(t)=\tfrac{18}{7}e^{-t}-\tfrac{11}{7}e^{-8t}.$$

Both exponentials decay, so the growth is transient.

## What the discs do control

Let $E_{ij}$ equal $A_{ii}$ for $j=i$ and $|A_{ij}|$ otherwise, so that $\sum_jE_{ij}=A_{ii}+R_i$. Suppose the row discs are stable and $x_i\neq0$ is a component of largest modulus. Each off-diagonal term obeys $x_iA_{ij}x_j\le|A_{ij}||x_i||x_j|\le|A_{ij}|x_i^2$, hence

$$x_i(Ax)_i\le\Big(\sum_jE_{ij}\Big)x_i^2<0 .$$

The largest component is pushed towards zero. In the example this is $x_1=3$, with $x_1(Ax)_1=-9$. The smaller component $x_0$ meanwhile contributes $+10$, and the Euclidean norm registers the sum.

A sign for the whole sum follows if the column discs, which are the row discs of $A^{\mathsf T}$, are stable too. For $i\ne j$, expanding $(x_i\mp x_j)^2\ge0$ gives $x_iA_{ij}x_j\le\tfrac12|A_{ij}|(x_i^2+x_j^2)$. Summing over $i$ and $j$, and exchanging the order of summation in the part with $x_j^2$, we find

$$\langle x,Ax\rangle\le\tfrac12\sum_i(A_{ii}+R_i)x_i^2+\tfrac12\sum_i(A_{ii}+C_i)x_i^2,$$

where $C_i=\sum_{j\neq i}|A_{ji}|$. For $x\ne0$ both sums are negative. In the example, column 1 has $A_{11}+C_1=-1+6=5$, so this condition fails.

For simulations of a finite linear system with constant real coefficients, it follows that a row-disc check alone does not justify treating a rise in the Euclidean norm as a sign of instability or of integration error.

## The rate of the squared norm in Lean

The general results use real matrices indexed by an arbitrary finite type `n`.

```lean
import Mathlib

open Matrix Filter Topology

namespace GershgorinTransientGrowth

noncomputable section

variable {n : Type*} [Fintype n]
```

A trajectory is a function `x : ℝ → n → ℝ`, and `x t ⬝ᵥ x t` is its squared Euclidean norm at time `t`. The differential equation enters as `HasDerivAt x (A *ᵥ x t) t`, which says that the derivative at `t` exists and equals $Ax(t)$. The next two theorems need this only at the one time considered.

```lean
/-- Along a solution of `x' = A x` the squared Euclidean norm changes at the rate `2 ⟨x, A x⟩`. -/
theorem normSq_rate (A : Matrix n n ℝ) (x : ℝ → n → ℝ) (t : ℝ)
    (h : HasDerivAt x (A *ᵥ x t) t) :
    HasDerivAt (fun s => x s ⬝ᵥ x s) (2 * (x t ⬝ᵥ A *ᵥ x t)) t := by
  have hi := hasDerivAt_pi.1 h
  have key : HasDerivAt (fun s => ∑ i, x s i * x s i)
      (∑ i, ((A *ᵥ x t) i * x t i + x t i * (A *ᵥ x t) i)) t :=
    HasDerivAt.fun_sum fun i _ => (hi i).fun_mul (hi i)
  refine HasDerivAt.congr_deriv (f := fun s => x s ⬝ᵥ x s) key ?_
  simp only [dotProduct]
  rw [Finset.mul_sum]
  exact Finset.sum_congr rfl fun i _ => by ring
```

The proof splits the vector derivative into components with `hasDerivAt_pi`, applies the product rule to each $x_i\cdot x_i$, and sums. The remaining steps collect the two equal halves into the factor 2.

```lean
/-- If `⟨x, A x⟩ > 0` at time `t`, the Euclidean norm of the solution is larger at all times
shortly after `t` than at `t`. -/
theorem growth_of_pos_form (A : Matrix n n ℝ) (x : ℝ → n → ℝ) (t : ℝ)
    (h : HasDerivAt x (A *ᵥ x t) t) (hpos : 0 < x t ⬝ᵥ A *ᵥ x t) :
    ∀ᶠ s in 𝓝[>] t, x t ⬝ᵥ x t < x s ⬝ᵥ x s := by
  have hp : 0 < 2 * (x t ⬝ᵥ A *ᵥ x t) := by linarith
  -- the difference quotient of the squared norm is positive near `t`
  have ev := (hasDerivAt_iff_tendsto_slope.1 (normSq_rate A x t h)).eventually_const_lt hp
  filter_upwards [ev.filter_mono (nhdsWithin_mono _ fun s hs => (Set.mem_Ioi.1 hs).ne'),
    self_mem_nhdsWithin] with s hs ht
  have hst : 0 < s - t := sub_pos.2 (Set.mem_Ioi.1 ht)
  rw [slope_def_field] at hs
  have h2 := mul_pos hs hst
  rw [div_mul_cancel₀ _ hst.ne'] at h2
  exact sub_pos.1 h2
```

The conclusion `∀ᶠ s in 𝓝[>] t` means that there is an interval immediately after `t` in which every `s` satisfies the inequality. Each later norm is compared with the norm at `t`; the statement does not say that the norm increases monotonically on that interval. As in the hand argument, the slope tends to a positive limit, so it is eventually positive, and multiplication by `s - t` clears the denominator.

## Discs and their rightmost points

```lean
variable [DecidableEq n]

/-- The radius of the `i`-th row Gershgorin disc: the sum of the moduli of the off-diagonal
entries in row `i`. -/
def rowRadius (A : Matrix n n ℝ) (i : n) : ℝ := ∑ j ∈ Finset.univ.erase i, |A i j|
```

This is $R_i$, a sum over all column indices except `i`.

```lean
/-- Every closed row Gershgorin disc lies in the open left half of the complex plane. -/
def RowDiscsStable (A : Matrix n n ℝ) : Prop :=
  ∀ i, ∀ z : ℂ, ‖z - (A i i : ℂ)‖ ≤ rowRadius A i → z.re < 0
```

The discs are closed subsets of the complex plane, although the matrix is real. The definition concerns the location of the discs and does not mention eigenvalues.

```lean
/-- The matrix `A` with its diagonal kept and each off-diagonal entry replaced by its modulus. -/
def edgeEntry (A : Matrix n n ℝ) (i j : n) : ℝ := if j = i then A i i else |A i j|
```

This is $E_{ij}$. Placing the diagonal entry and the moduli in one array turns the rightmost point of a disc into a plain row sum.

```lean
/-- The rightmost point of the `i`-th disc is the `i`-th row sum of `edgeEntry A`. -/
theorem disc_edge (A : Matrix n n ℝ) (i : n) :
    A i i + rowRadius A i = ∑ j, edgeEntry A i j := by
  rw [← Finset.add_sum_erase Finset.univ (edgeEntry A i) (Finset.mem_univ i)]
  have h1 : edgeEntry A i i = A i i := if_pos rfl
  have h2 : rowRadius A i = ∑ j ∈ Finset.univ.erase i, edgeEntry A i j :=
    Finset.sum_congr rfl fun j hj => (if_neg (Finset.ne_of_mem_erase hj)).symm
  rw [h1, h2]
```

The proof separates the diagonal term from the full sum and identifies the rest with the radius.

```lean
/-- The row discs lie in the open left half-plane exactly when the rightmost point of each disc
is negative. -/
theorem rowDiscsStable_iff (A : Matrix n n ℝ) :
    RowDiscsStable A ↔ ∀ i, ∑ j, edgeEntry A i j < 0 := by
  constructor
  · intro h i
    have hR : 0 ≤ rowRadius A i := Finset.sum_nonneg fun j _ => abs_nonneg _
    have h1 := h i ((A i i + rowRadius A i : ℝ) : ℂ) (le_of_eq (by
      rw [← Complex.ofReal_sub, Complex.norm_real, add_sub_cancel_left, Real.norm_eq_abs,
        abs_of_nonneg hR]))
    rw [Complex.ofReal_re] at h1
    rwa [← disc_edge]
  · intro h i z hz
    have h1 := h i
    rw [← disc_edge] at h1
    have h2 := (le_abs_self _).trans (Complex.abs_re_le_norm (z - (A i i : ℂ)))
    rw [Complex.sub_re, Complex.ofReal_re] at h2
    linarith
```

The two directions are those given above. The forward one evaluates the hypothesis at the real point $A_{ii}+R_i$, whose distance from the centre is exactly $R_i$. The backward one uses `Complex.abs_re_le_norm`, the bound of a real part by the modulus.

## Two guarantees in any finite dimension

```lean
/-- With stable row discs, `x' = A x` drives every nonzero component of largest modulus
towards zero. -/
theorem largest_component_decays (A : Matrix n n ℝ) (hA : RowDiscsStable A) (x : n → ℝ) (i : n)
    (hmax : ∀ j, |x j| ≤ |x i|) (hi : x i ≠ 0) : x i * (A *ᵥ x) i < 0 := by
  have hb : ∀ j, x i * (A i j * x j) ≤ edgeEntry A i j * x i ^ 2 := by
    intro j
    unfold edgeEntry
    split_ifs with hji
    · subst hji
      exact le_of_eq (by ring)
    · calc x i * (A i j * x j) ≤ |x i * (A i j * x j)| := le_abs_self _
        _ = |A i j| * |x i| * |x j| := by rw [abs_mul, abs_mul]; ring
        _ ≤ |A i j| * |x i| * |x i| :=
          mul_le_mul_of_nonneg_left (hmax j) (by positivity)
        _ = |A i j| * x i ^ 2 := by rw [← sq_abs (x i)]; ring
  have hx : 0 < x i ^ 2 := by positivity
  calc x i * (A *ᵥ x) i = ∑ j, x i * (A i j * x j) := by
        simp only [Matrix.mulVec, dotProduct, Finset.mul_sum]
    _ ≤ ∑ j, edgeEntry A i j * x i ^ 2 := Finset.sum_le_sum fun j _ => hb j
    _ = (∑ j, edgeEntry A i j) * x i ^ 2 := by rw [Finset.sum_mul]
    _ < 0 := mul_neg_of_neg_of_pos ((rowDiscsStable_iff A).1 hA i) hx
```

The hypothesis `hmax` says that component `i` has the largest modulus; ties are allowed. The bound `hb` treats each term of the row separately: the diagonal term is an equality, and the off-diagonal terms follow the chain of estimates given earlier. The final `calc` sums them and uses the negative row sum.

```lean
/-- If the row discs and the column discs are all stable, then `⟨x, A x⟩ < 0` for every nonzero
real vector `x`. -/
theorem form_neg_of_row_and_column_discs (A : Matrix n n ℝ) (hrow : RowDiscsStable A)
    (hcol : RowDiscsStable Aᵀ) (x : n → ℝ) (hx : x ≠ 0) : x ⬝ᵥ A *ᵥ x < 0 := by
  -- each cross term is at most the mean of two squares, weighted by the modulus of the entry
  have hb : ∀ i j, x i * (A i j * x j) ≤
      (edgeEntry A i j * x i ^ 2 + edgeEntry Aᵀ j i * x j ^ 2) / 2 := by
    intro i j
    by_cases hji : j = i
    · subst hji
      simp only [edgeEntry, if_true, Matrix.transpose_apply]
      exact le_of_eq (by ring)
    · simp only [edgeEntry, if_neg hji, if_neg (Ne.symm hji), Matrix.transpose_apply]
      rcases abs_cases (A i j) with ⟨h, h'⟩ | ⟨h, h'⟩
      · rw [h]
        nlinarith [mul_nonneg h' (sq_nonneg (x i - x j))]
      · rw [h]
        nlinarith [mul_nonneg (neg_nonneg.2 h'.le) (sq_nonneg (x i + x j))]
  have hneg : ∀ M : Matrix n n ℝ, RowDiscsStable M →
      ∑ i, (∑ j, edgeEntry M i j) * x i ^ 2 < 0 := by
    intro M hM
    have hE := (rowDiscsStable_iff M).1 hM
    obtain ⟨k, hk⟩ := Function.ne_iff.1 hx
    have hk' : x k ≠ 0 := hk
    have hk2 : 0 < x k ^ 2 := by positivity
    calc ∑ i, (∑ j, edgeEntry M i j) * x i ^ 2 < ∑ _i : n, (0 : ℝ) :=
          Finset.sum_lt_sum
            (fun i _ => by nlinarith [mul_nonneg (neg_nonneg.2 (hE i).le) (sq_nonneg (x i))])
            ⟨k, Finset.mem_univ k, mul_neg_of_neg_of_pos (hE k) hk2⟩
      _ = 0 := by simp
  have hc : ∑ i, ∑ j, edgeEntry Aᵀ j i * x j ^ 2 = ∑ j, ∑ i, edgeEntry Aᵀ j i * x j ^ 2 :=
    Finset.sum_comm
  calc x ⬝ᵥ A *ᵥ x = ∑ i, ∑ j, x i * (A i j * x j) := by
        simp only [Matrix.mulVec, dotProduct, Finset.mul_sum]
    _ ≤ ∑ i, ∑ j, (edgeEntry A i j * x i ^ 2 + edgeEntry Aᵀ j i * x j ^ 2) / 2 :=
        Finset.sum_le_sum fun i _ => Finset.sum_le_sum fun j _ => hb i j
    _ = (∑ i, (∑ j, edgeEntry A i j) * x i ^ 2
          + ∑ i, (∑ j, edgeEntry Aᵀ i j) * x i ^ 2) / 2 := by
        simp only [← Finset.sum_div, Finset.sum_add_distrib, Finset.sum_mul]
        rw [hc]
    _ < 0 := by linarith [hneg A hrow, hneg Aᵀ hcol]
```

Column stability is expressed as `RowDiscsStable Aᵀ`. In `hb`, the case distinction on the sign of `A i j` decides whether the square of $x_i-x_j$ or of $x_i+x_j$ is used. The auxiliary statement `hneg` shows that the weighted sum of squares is negative for any matrix with stable row discs: no term is positive, and a nonzero component of `x` makes one term strictly negative. It is applied once to `A` and once to its transpose, after `Finset.sum_comm` has exchanged the two summations.

## The two-mode example

```lean
/-- The generator `[[-8, 6], [0, -1]]`. -/
def gen : Matrix (Fin 2) (Fin 2) ℝ := !![-8, 6; 0, -1]
```

The index type `Fin 2` has elements 0 and 1, matching the labels of the modes.

```lean
/-- A curve in the plane built from the two decaying exponentials `exp (-t)` and `exp (-8 t)`. -/
def orbit (t : ℝ) : Fin 2 → ℝ :=
  ![18 / 7 * Real.exp (-t) - 11 / 7 * Real.exp (-8 * t), 3 * Real.exp (-t)]
```

The curve is given in closed form, so no existence theorem for differential equations is needed.

```lean
/-- The components of `gen` applied to a vector. -/
theorem gen_mulVec (v : Fin 2 → ℝ) : gen *ᵥ v = ![-8 * v 0 + 6 * v 1, -v 1] := by
  ext i
  fin_cases i <;> simp [gen, Matrix.mulVec, dotProduct, Fin.sum_univ_two]
```

With the matrix product written out in components, the differential equation can be checked one mode at a time.

```lean
/-- The curve `orbit` solves `x' = A x` for `A = [[-8, 6], [0, -1]]` at all times. -/
theorem orbit_solves (t : ℝ) : HasDerivAt orbit (gen *ᵥ orbit t) t := by
  have h1 : HasDerivAt (fun s : ℝ => Real.exp (-s)) (-Real.exp (-t)) t :=
    (hasDerivAt_id' t).fun_neg.exp.congr_deriv (by ring)
  have h8 : HasDerivAt (fun s : ℝ => Real.exp (-8 * s)) (-8 * Real.exp (-8 * t)) t :=
    ((hasDerivAt_id' t).const_mul (-8)).exp.congr_deriv (by ring)
  rw [gen_mulVec, hasDerivAt_pi, Fin.forall_fin_two]
  constructor
  · refine HasDerivAt.congr_deriv (f := fun s => orbit s 0)
      ((h1.const_mul (18 / 7)).fun_sub (h8.const_mul (11 / 7))) ?_
    change _ = -8 * (18 / 7 * Real.exp (-t) - 11 / 7 * Real.exp (-8 * t))
      + 6 * (3 * Real.exp (-t))
    ring
  · refine HasDerivAt.congr_deriv (f := fun s => orbit s 1) (h1.const_mul 3) ?_
    change _ = -(3 * Real.exp (-t))
    ring
```

The facts `h1` and `h8` differentiate the two exponentials by the chain rule. In component 0, `ring` confirms that the derivative of the proposed solution equals $-8x_0+6x_1$; in component 1 it confirms $x_1'=-x_1$. The equation holds at every real `t`.

```lean
/-- Both row discs of `A = [[-8, 6], [0, -1]]` lie in the open left half-plane, yet
`⟨x, A x⟩ = 1` at `x = (1, 3)`, and the solution `orbit` starting there has a larger Euclidean
norm at all sufficiently small positive times than at time zero. -/
theorem stable_discs_transient_growth :
    RowDiscsStable gen ∧ orbit 0 = ![1, 3] ∧
      (![1, 3] : Fin 2 → ℝ) ⬝ᵥ gen *ᵥ ![1, 3] = 1 ∧
      (∀ t, HasDerivAt orbit (gen *ᵥ orbit t) t) ∧
      ∀ᶠ t in 𝓝[>] (0 : ℝ), orbit 0 ⬝ᵥ orbit 0 < orbit t ⬝ᵥ orbit t := by
  have h0 : orbit 0 = ![1, 3] := by
    ext i
    fin_cases i <;> simp [orbit]
    norm_num
  have hq : (![1, 3] : Fin 2 → ℝ) ⬝ᵥ gen *ᵥ ![1, 3] = 1 := by
    rw [gen_mulVec]
    simp [dotProduct, Fin.sum_univ_two]
    norm_num
  refine ⟨?_, h0, hq, orbit_solves, ?_⟩
  · rw [rowDiscsStable_iff]
    intro i
    fin_cases i <;> simp [edgeEntry, gen, Fin.sum_univ_two]
    norm_num
  · refine growth_of_pos_form gen orbit 0 (orbit_solves 0) ?_
    rw [h0, hq]
    exact one_pos

end

end GershgorinTransientGrowth
```

The theorem joins five statements: the row discs are stable, the orbit starts at $(1,3)$, the quadratic form there equals 1, the orbit solves the equation at all times, and its squared norm exceeds the initial value at all sufficiently small positive times. Since norms are nonnegative, the comparison of squares is also a comparison of norms. Disc stability is reduced by `rowDiscsStable_iff` to the two row sums $-2$ and $-1$, and the growth follows from `growth_of_pos_form` at time zero. The theorem gives neither the duration of the growth nor the height of the maximum.

```lean
#print axioms GershgorinTransientGrowth.largest_component_decays
#print axioms GershgorinTransientGrowth.form_neg_of_row_and_column_discs
#print axioms GershgorinTransientGrowth.stable_discs_transient_growth
```

```
'GershgorinTransientGrowth.largest_component_decays' depends on axioms: [propext, Classical.choice, Quot.sound]
'GershgorinTransientGrowth.form_neg_of_row_and_column_discs' depends on axioms: [propext, Classical.choice, Quot.sound]
'GershgorinTransientGrowth.stable_discs_transient_growth' depends on axioms: [propext, Classical.choice, Quot.sound]
```
